# For R > 0, n + 1 derivative conditions and one multipole moment fix the n + 2 coefficients of a pseudised augmentation function

In an ultrasoft or PAW calculation, the augmentation charge of an atom can vary so sharply near the nucleus that a plane-wave grid cannot resolve it. So inside a radius $R$ I replace its radial part, multiplied by the $r^2$ of the volume element, for each multipole order $l$ by the smooth form

$$Q(r)=r^{l+2}\sum_{k=0}^{n+1}a_k r^{2k}.$$

I ask that the value and the first $n$ derivatives at $R$ agree with the original function, and that the moment $\int_0^R r^l Q(r)\,dr$ does too, so that the electrostatic potential outside stays the same. That makes $n+2$ linear equations for $n+2$ coefficients. But equal numbers don't make a system solvable. The moment is an integral over the whole sphere, the other conditions all sit at one point, and only even powers are available in the sum. Could there be an unlucky $l$ and $n$ for which the equations are dependent, and the moment can't be adjusted once the derivatives are matched?

## The matching conditions leave one free shape, and its moment is positive

No, there is no unlucky case. For every $R>0$, every $l,n\ge 0$, and any real targets $d_0,\dots,d_n$ and $M$, exactly one set of coefficients satisfies $Q^{(j)}(R)=d_j$ for $j=0,\dots,n$ and $\int_0^R r^lQ\,dr=M$.

The system is square and linear, so it is enough to show that zero targets force zero coefficients. Write $Q(r)=r^{l+2}E(r)$ with $E(r)=\sum_{k=0}^{n+1} a_k r^{2k}$, and suppose first only that $Q^{(j)}(R)=0$ for $j=0,\dots,n$.

1. The Taylor expansion of the polynomial $Q$ about $R$ starts at order $n+1$ or later, so $(r-R)^{n+1}$ divides $Q$. The prefactor $r^{l+2}$ is nonzero at $R$, so $(r-R)^{n+1}$ divides $E$.
2. $E$ is even. From $E(r)=(r-R)^{n+1}s(r)$, with $s$ a polynomial, follows $E(r)=E(-r)=(-r-R)^{n+1}s(-r)$, so $(r+R)^{n+1}$ also divides $E$.
3. Since $R\neq -R$, the two factors have no common root, and their product $(r^2-R^2)^{n+1}$ divides $E$. It has degree $2n+2$, and $E$ has at most that degree. Only a constant $c$ is left:
$$Q(r)=c\,r^{l+2}(R^2-r^2)^{n+1}.$$
Conversely, every such function has a zero of order at least $n+1$ at $R$.
4. The moment of this shape with $c=1$ is
$$S=\int_0^R r^{2l+2}(R^2-r^2)^{n+1}\,dr>0,$$
because the integrand is positive for $0<r<R$.

If the moment of $Q$ vanishes as well, then $cS=0$, so $c=0$ and $Q$ is the zero polynomial. All $a_k$ are then zero, and the system is regular.

The same steps show what the moment condition does. If $Q_a$ and $Q_b$ have equal derivatives of orders $0,\dots,n$ at $R$, and moments $M_a$ and $M_b$, their difference is a multiple of the shape, and comparing moments gives

$$Q_b(r)=Q_a(r)+\frac{M_b-M_a}{S}\,r^{l+2}(R^2-r^2)^{n+1}.$$

Among all polynomials $E$ of degree at most $2n+2$, the derivative conditions alone would leave $n+2$ independent shapes; evenness cuts them down to one.

## The correction when a dataset is generated

For each pair of partial waves and each $l$, a generating program that uses this polynomial form has the original radial function on a grid. It reads off $d_0,\dots,d_n$ at $R$ and integrates up to $R$ to get $M$. It can then solve the full linear system, or match the derivatives first and repair the moment afterwards.

For $n=0$ the second route is short. The function $d_0(r/R)^{l+2}$ has the right value at $R$ and the moment $M_0=d_0R^{l+1}/(2l+3)$. The shape has

$$S=\frac{2R^{2l+5}}{(2l+3)(2l+5)},$$

and the result is

$$Q(r)=d_0\left(\frac rR\right)^{l+2}+\frac{M-M_0}{S}\,r^{l+2}(R^2-r^2).$$

The added term vanishes at $R$, so the match survives. With $d_0$ and $M$ taken from the original function, this replaces one radial component of the augmentation charge inside $R$ without changing its multipole potential beyond $R$. Since only the value is matched for $n=0$, the slope can still jump at $R$.

## Reading the theorem `existsUnique_pseudoQ`

`pseudoQ l a` is $Q$, as a real function on the whole line. The coefficients are `a : Fin (n + 2) → ℝ`, so the index runs over $k=0,\dots,n+1$. The targets are `d : Fin (n + 1) → ℝ` and `M`, and `iteratedDeriv j` is the ordinary $j$-th derivative, with order 0 the value itself. `multipole l R` is the integral of $r^lQ(r)$ from $0$ to $R$. Its weight has no further $r^2$: as is common in ultrasoft work, $Q$ already contains the $r^2$ of the volume element, so it is $r^2$ times the radial charge density. No angular or $4\pi$ factors are included.

The hypothesis `0 < R` says that the pseudisation sphere has a positive radius. The symbol `∃!` refers to the coefficient vector, which is more than uniqueness of the function.

The targets are arbitrary numbers. The step to a real dataset is the joining: $Q$ is used only inside $R$ and the original function outside, and with the $d_j$ taken from the original, the joined function has $n$ continuous derivatives at $R$ if the original has them there. The theorem also says nothing about how well conditioned the linear system is, or how fast the Fourier transform of the result decays.

In Lean 4 with Mathlib:

```lean
import Mathlib

open Polynomial

namespace AugmentationPseudisation

noncomputable section

/-- The pseudised augmentation function `Q(r) = r^(l+2) ∑ₖ aₖ r^(2k)`. -/
def pseudoQ (l : ℕ) {m : ℕ} (a : Fin m → ℝ) (r : ℝ) : ℝ :=
  r ^ (l + 2) * ∑ k, a k * r ^ (2 * (k : ℕ))

/-- The multipole moment `∫₀ᴿ r^l Q(r) dr` of a radial function `Q`. -/
def multipole (l : ℕ) (R : ℝ) (Q : ℝ → ℝ) : ℝ :=
  ∫ r in (0 : ℝ)..R, r ^ l * Q r

/-- The residual shape `r^(l+2) (R² - r²)^(n+1)`. -/
def residualShape (l n : ℕ) (R r : ℝ) : ℝ :=
  r ^ (l + 2) * (R ^ 2 - r ^ 2) ^ (n + 1)

/-- The even polynomial `∑ₖ aₖ X^(2k)` with the coefficients of a pseudised function. -/
def evenPoly {m : ℕ} (a : Fin m → ℝ) : ℝ[X] :=
  ∑ k, C (a k) * X ^ (2 * (k : ℕ))

/-- The derivatives of a pseudised function are those of the polynomial
`X^(l+2) ∑ₖ aₖ X^(2k)`. -/
theorem iteratedDeriv_pseudoQ (l : ℕ) {m : ℕ} (a : Fin m → ℝ) (j : ℕ) (r : ℝ) :
    iteratedDeriv j (pseudoQ l a) r
      = (derivative^[j] (X ^ (l + 2) * evenPoly a)).eval r := by
  induction j generalizing r with
  | zero => simp [pseudoQ, evenPoly, eval_finsetSum]
  | succ j ih =>
    have h : iteratedDeriv j (pseudoQ l a)
        = fun r => (derivative^[j] (X ^ (l + 2) * evenPoly a)).eval r := by
      funext r
      exact ih r
    rw [iteratedDeriv_succ, h, Function.iterate_succ_apply']
    exact (Polynomial.hasDerivAt _ r).deriv

/-- Every derivative of a pseudised function, the zeroth included, is linear in the
coefficients. -/
theorem iteratedDeriv_linear (l : ℕ) {m : ℕ} (a b : Fin m → ℝ) (c : ℝ) (j : ℕ) (r : ℝ) :
    iteratedDeriv j (pseudoQ l (a + c • b)) r
      = iteratedDeriv j (pseudoQ l a) r + c * iteratedDeriv j (pseudoQ l b) r := by
  have h : X ^ (l + 2) * evenPoly (a + c • b)
      = X ^ (l + 2) * evenPoly a + C c * (X ^ (l + 2) * evenPoly b) := by
    have h' : evenPoly (a + c • b) = evenPoly a + C c * evenPoly b := by
      simp only [evenPoly, Pi.add_apply, Pi.smul_apply, smul_eq_mul, C_add, C_mul,
        Finset.mul_sum, ← Finset.sum_add_distrib]
      exact Finset.sum_congr rfl (fun _ _ => by ring)
    rw [h']
    ring
  simp only [iteratedDeriv_pseudoQ]
  rw [h, iterate_map_add, iterate_derivative_C_mul, eval_add, eval_mul, eval_C]

/-- The multipole moment is linear on continuous radial functions. -/
theorem multipole_linear (l : ℕ) (R c : ℝ) {f g : ℝ → ℝ} (hf : Continuous f)
    (hg : Continuous g) :
    multipole l R (fun r => f r + c * g r) = multipole l R f + c * multipole l R g := by
  have h1 : Continuous fun r : ℝ => r ^ l * f r := by fun_prop
  have h2 : Continuous fun r : ℝ => c * (r ^ l * g r) := by fun_prop
  unfold multipole
  rw [← intervalIntegral.integral_const_mul,
    ← intervalIntegral.integral_add (h1.intervalIntegrable _ _) (h2.intervalIntegrable _ _)]
  refine intervalIntegral.integral_congr (fun r _ => ?_)
  ring

/-- A polynomial has vanishing derivatives of orders `0..n` at `R` exactly when
`(X - R)^(n+1)` divides it. -/
theorem flat_iff_dvd (p : ℝ[X]) (n : ℕ) (R : ℝ) :
    (∀ j ≤ n, (derivative^[j] p).eval R = 0) ↔ (X - C R) ^ (n + 1) ∣ p := by
  by_cases hp : p = 0
  · simp [hp]
  · rw [← le_rootMultiplicity_iff hp]
    exact (lt_rootMultiplicity_iff_isRoot_iterate_derivative hp).symm

/-- For `R > 0`, a pseudised function with `n + 2` coefficients has vanishing derivatives of
orders `0..n` at `R` exactly when it is a multiple of the residual shape. -/
theorem flat_iff_residualShape {R : ℝ} (hR : 0 < R) (l n : ℕ) (a : Fin (n + 2) → ℝ) :
    (∀ j ≤ n, iteratedDeriv j (pseudoQ l a) R = 0) ↔
      ∃ c : ℝ, ∀ r, pseudoQ l a r = c * residualShape l n R r := by
  have hev : ∀ r, pseudoQ l a r = (X ^ (l + 2) * evenPoly a).eval r := fun r => by
    simpa using iteratedDeriv_pseudoQ l a 0 r
  have hfac : ∀ r : ℝ, R ^ 2 - r ^ 2 = (r - R) * (-(r + R)) := fun r => by ring
  simp only [iteratedDeriv_pseudoQ]
  rw [flat_iff_dvd]
  constructor
  · intro h
    have h1 : R ≠ 0 := hR.ne'
    have h2 : R + R ≠ 0 := by positivity
    have hv : C R⁻¹ * C R = (1 : ℝ[X]) := by rw [← C_mul, inv_mul_cancel₀ h1, C_1]
    have hu : C (R + R)⁻¹ * (C R + C R) = (1 : ℝ[X]) := by
      rw [← C_add, ← C_mul, inv_mul_cancel₀ h2, C_1]
    -- the prefactor has no zero at R
    have cop1 : IsCoprime (X - C R) (X : ℝ[X]) :=
      ⟨-C R⁻¹, C R⁻¹, by linear_combination hv⟩
    have cop2 : IsCoprime (X - C R) (-(X + C R)) :=
      ⟨-C (R + R)⁻¹, -C (R + R)⁻¹, by linear_combination hu⟩
    have hE : (X - C R) ^ (n + 1) ∣ evenPoly a := cop1.pow.dvd_of_dvd_mul_left h
    -- by evenness the zero at R is mirrored at -R
    have hE' : (-(X + C R)) ^ (n + 1) ∣ evenPoly a := by
      obtain ⟨s, hs⟩ := hE
      have heven : (evenPoly a).comp (-X) = evenPoly a := by
        simp [evenPoly, Polynomial.sum_comp, pow_mul]
      refine ⟨s.comp (-X), ?_⟩
      rw [← heven, hs, mul_comp, pow_comp, sub_comp, X_comp, C_comp,
        show -X - C R = -(X + C R) by ring]
    obtain ⟨t, ht⟩ := cop2.pow.mul_dvd hE hE'
    -- counting degrees leaves a constant factor
    have hdeg : (evenPoly a).natDegree ≤ 2 * (n + 1) := by
      refine natDegree_sum_le_of_forall_le _ _ (fun k _ => ?_)
      exact (natDegree_C_mul_X_pow_le _ _).trans (by have := k.isLt; omega)
    have ht0 : t.natDegree = 0 := by
      by_cases h0 : t = 0
      · simp [h0]
      · have n1 : (X - C R) ^ (n + 1) ≠ 0 := pow_ne_zero _ (X_sub_C_ne_zero R)
        have n2 : (-(X + C R)) ^ (n + 1) ≠ 0 :=
          pow_ne_zero _ (neg_ne_zero.2 (X_add_C_ne_zero R))
        rw [ht, natDegree_mul (mul_ne_zero n1 n2) h0, natDegree_mul n1 n2, natDegree_pow,
          natDegree_pow, natDegree_neg, natDegree_X_sub_C, natDegree_X_add_C] at hdeg
        omega
    refine ⟨t.coeff 0, fun r => ?_⟩
    rw [hev, ht, eq_C_of_natDegree_eq_zero ht0, residualShape, hfac, mul_pow]
    simp only [eval_mul, eval_pow, eval_sub, eval_neg, eval_add, eval_X, eval_C, coeff_C_zero]
    ring
  · rintro ⟨c, hc⟩
    refine ⟨C c * X ^ (l + 2) * (-(X + C R)) ^ (n + 1), Polynomial.funext fun r => ?_⟩
    rw [← hev, hc, residualShape, hfac, mul_pow]
    simp only [eval_mul, eval_pow, eval_sub, eval_neg, eval_add, eval_X, eval_C]
    ring

/-- For `R > 0` the residual shape has a strictly positive multipole moment. -/
theorem multipole_residualShape_pos {R : ℝ} (hR : 0 < R) (l n : ℕ) :
    0 < multipole l R (residualShape l n R) := by
  unfold multipole residualShape
  refine intervalIntegral.intervalIntegral_pos_of_pos_on
    (Continuous.intervalIntegrable (by fun_prop) _ _) (fun r hr => ?_) hR
  have h0 : 0 < r := hr.1
  have h1 : 0 < R ^ 2 - r ^ 2 := by nlinarith [hr.2]
  positivity

/-- For `R > 0`, two pseudised functions with equal derivatives of orders `0..n` at `R` differ
by the residual shape, scaled by the ratio of their moment difference to its moment. -/
theorem moment_correction {R : ℝ} (hR : 0 < R) (l n : ℕ) (a b : Fin (n + 2) → ℝ)
    (h : ∀ j ≤ n, iteratedDeriv j (pseudoQ l b) R = iteratedDeriv j (pseudoQ l a) R) (r : ℝ) :
    pseudoQ l b r = pseudoQ l a r
      + (multipole l R (pseudoQ l b) - multipole l R (pseudoQ l a))
        / multipole l R (residualShape l n R) * residualShape l n R r := by
  obtain ⟨c, hc⟩ := (flat_iff_residualShape hR l n (b + (-1 : ℝ) • a)).1 (fun j hj => by
    rw [iteratedDeriv_linear, h j hj]
    ring)
  have hQ : pseudoQ l b = fun r => pseudoQ l a r + c * residualShape l n R r := by
    funext r
    have h0 := iteratedDeriv_linear l b a (-1) 0 r
    simp only [iteratedDeriv_zero] at h0
    linarith [hc r]
  -- the moments fix the free constant
  have hm : multipole l R (pseudoQ l b)
      = multipole l R (pseudoQ l a) + c * multipole l R (residualShape l n R) := by
    rw [hQ]
    exact multipole_linear l R c (by unfold pseudoQ; fun_prop)
      (by unfold residualShape; fun_prop)
  have hpos := (multipole_residualShape_pos hR l n).ne'
  rw [hm, add_sub_cancel_left, mul_div_cancel_right₀ _ hpos, hQ]

/-- For fixed `l` and a fixed number `m` of coefficients, a pseudised function determines its
coefficients. -/
theorem pseudoQ_injective (l m : ℕ) :
    Function.Injective (fun a : Fin m → ℝ => pseudoQ l a) := by
  intro a b h
  have hp : X ^ (l + 2) * evenPoly a = X ^ (l + 2) * evenPoly b :=
    Polynomial.funext fun r => by
      have ha := iteratedDeriv_pseudoQ l a 0 r
      have hb := iteratedDeriv_pseudoQ l b 0 r
      simp only [iteratedDeriv_zero, Function.iterate_zero, id_eq] at ha hb
      rw [← ha, ← hb]
      exact congrFun h r
  have hE := mul_left_cancel₀ (pow_ne_zero _ X_ne_zero) hp
  have hc : ∀ (a : Fin m → ℝ) (k : Fin m), (evenPoly a).coeff (2 * (k : ℕ)) = a k := by
    intro a k
    simp [evenPoly, finsetSum_coeff, coeff_X_pow, Fin.val_inj]
  funext k
  rw [← hc a k, ← hc b k, hE]

/-- For `R > 0`, exactly one choice of the `n + 2` coefficients gives a pseudised augmentation
function with prescribed derivatives of orders `0..n` at `R` and prescribed multipole moment. -/
theorem existsUnique_pseudoQ {R : ℝ} (hR : 0 < R) (l n : ℕ) (d : Fin (n + 1) → ℝ) (M : ℝ) :
    ∃! a : Fin (n + 2) → ℝ,
      (∀ j : Fin (n + 1), iteratedDeriv j (pseudoQ l a) R = d j) ∧
        multipole l R (pseudoQ l a) = M := by
  -- as many conditions as coefficients: injective linear data are surjective
  have key : ∀ F : (Fin (n + 2) → ℝ) → (Fin (n + 1) → ℝ) × ℝ,
      (∀ a b (c : ℝ), F (a + c • b) = F a + c • F b) →
        Function.Injective F → Function.Surjective F := by
    intro F hF hinj
    have h0 : F 0 = 0 := by simpa using hF 0 0 1
    let T : (Fin (n + 2) → ℝ) →ₗ[ℝ] (Fin (n + 1) → ℝ) × ℝ :=
      { toFun := F
        map_add' := fun a b => by simpa using hF a b 1
        map_smul' := fun c a => by simpa [h0] using hF 0 a c }
    exact (LinearMap.injective_iff_surjective_of_finrank_eq_finrank (f := T)
      (by simp [Module.finrank_prod])).1 hinj
  -- equal data force equal coefficients, by the moment correction and injectivity
  have huniq : ∀ a b : Fin (n + 2) → ℝ,
      (∀ j : Fin (n + 1), iteratedDeriv j (pseudoQ l a) R = iteratedDeriv j (pseudoQ l b) R) →
      multipole l R (pseudoQ l a) = multipole l R (pseudoQ l b) → a = b := by
    intro a b hd hm
    apply pseudoQ_injective l (n + 2)
    funext r
    have h := moment_correction hR l n b a (fun j hj => hd ⟨j, Nat.lt_succ_of_le hj⟩) r
    rw [hm, sub_self, zero_div, zero_mul, add_zero] at h
    exact h
  obtain ⟨a, ha⟩ := key
    (fun a => (fun j => iteratedDeriv j (pseudoQ l a) R, multipole l R (pseudoQ l a)))
    (fun a b c => by
      have hQ : pseudoQ l (a + c • b) = fun r => pseudoQ l a r + c * pseudoQ l b r := by
        funext r
        simpa only [iteratedDeriv_zero] using iteratedDeriv_linear l a b c 0 r
      refine Prod.ext ?_ ?_
      · funext j
        exact iteratedDeriv_linear l a b c j R
      · change multipole l R (pseudoQ l (a + c • b)) = _
        rw [hQ]
        exact multipole_linear l R c (by unfold pseudoQ; fun_prop)
          (by unfold pseudoQ; fun_prop))
    (fun a b h => huniq a b (fun j => congrFun (congrArg Prod.fst h) j)
      (congrArg Prod.snd h)) (d, M)
  have had : ∀ j : Fin (n + 1), iteratedDeriv j (pseudoQ l a) R = d j :=
    fun j => congrFun (congrArg Prod.fst ha) j
  have ham : multipole l R (pseudoQ l a) = M := congrArg Prod.snd ha
  exact ⟨a, ⟨had, ham⟩, fun b hb =>
    huniq b a (fun j => (hb.1 j).trans (had j).symm) (hb.2.trans ham.symm)⟩

end

end AugmentationPseudisation
```

```lean
#print axioms AugmentationPseudisation.existsUnique_pseudoQ
```

```
'AugmentationPseudisation.existsUnique_pseudoQ' depends on axioms: [propext, Classical.choice, Quot.sound]
```

## From polynomial division to existence

`iteratedDeriv_pseudoQ` shows by induction on the order that the derivatives of $Q$ are those of the formal polynomial `X ^ (l + 2) * evenPoly a`, which makes divisibility available. `iteratedDeriv_linear` and `multipole_linear` give the linearity of the conditions.

`flat_iff_dvd` is the Taylor argument of step 1, expressed through the multiplicity of a root. `flat_iff_residualShape` contains the rest of steps 1 to 3. The coprimality `cop1` removes the prefactor, substituting $-X$ for $X$ gives the mirrored factor `hE'`, and `cop2` allows the two factors to be multiplied. The degree bound `hdeg` then forces the remaining factor `t` to be constant. The reverse direction writes the factorisation down explicitly.

`multipole_residualShape_pos` is step 4, with positivity checked inside the interval. `moment_correction` applies the classification to the coefficient difference, written `b + (-1 : ℝ) • a`, and finds $c$ by comparing moments.

In the final theorem, `huniq` takes two coefficient vectors with equal data. The correction term is then zero, so the functions agree, and `pseudoQ_injective` recovers the coefficients by comparing those of the polynomials. Existence comes from `key`: the map from coefficients to derivatives and moment is linear and injective between spaces of dimension $n+2$, and is therefore surjective.
